# Backward Euler with the regular-solution potential: the exact condition on the time step for unique solvability

**Q:** Suppose that a binary mixture is free to lower its free energy by changing its composition $x$, as a closed mixture without reactions is not. An implicit time step then has to find the new composition from the old one. Which numbers do you admit as the new composition, and which as the old?

**A:** The new composition must lie in the open interval $(0,1)$. The old one, $c$, may be any real number. The restriction on $x$ has to be written out, because Lean's real logarithm returns a value for every argument, including unphysical ones. The free energy of mixing is

$$f(x)=Wx(1-x)+kT\,[x\log x+(1-x)\log(1-x)],$$

with interaction parameter $W$ and thermal energy $kT$. Its exchange potential is $\mu(x)=W(1-2x)+kT\log\frac{x}{1-x}$. For the relaxation $dx/dt=-\mu(x)$ with time step $h$, backward Euler reads $F(x)=c$, where $F(x)=x+h\mu(x)$.

```lean
import Mathlib

open Set

namespace ImplicitStepLogPotential

noncomputable section

/-- Regular-solution free energy of mixing at composition `0 < x < 1`, with interaction
parameter `W` and thermal energy `kT`. -/
def freeEnergy (W kT x : ℝ) : ℝ :=
  W * x * (1 - x) + kT * (x * Real.log x + (1 - x) * Real.log (1 - x))

/-- Exchange chemical potential of the regular solution, for compositions `0 < x < 1`. -/
def exchangePotential (W kT x : ℝ) : ℝ :=
  W * (1 - 2 * x) + kT * Real.log (x / (1 - x))

/-- Left-hand side of the backward Euler equation `x + h μ(x) = c` for the relaxation
`dx/dt = -μ(x)`, where `c` is the old composition, `0 < x < 1` the new one and `h` the time step. -/
def eulerMap (W kT h x : ℝ) : ℝ :=
  x + h * exchangePotential W kT x
```

In the code $F$ is `eulerMap`. Despite its name it takes the new composition to the old one, so a time step inverts it. The symbol `kT` is a single real variable, and the mobility is set to one, so $h$ carries units of inverse energy.

**Q:** You wrote the potential down separately. How do I know that it belongs to that free energy?

**A:** Differentiate. The interaction term gives $W(1-2x)$. The entropy term gives $kT[\log x+1-\log(1-x)-1]$, and the ones cancel. Lean assembles the same product and chain rules, then uses $0<x<1$ to split the logarithm of the quotient.

```lean
/-- Inside the composition range the exchange potential is the derivative of the free energy. -/
theorem hasDerivAt_freeEnergy (W kT : ℝ) {x : ℝ} (h0 : 0 < x) (h1 : x < 1) :
    HasDerivAt (freeEnergy W kT) (exchangePotential W kT x) x := by
  have hx : x ≠ 0 := h0.ne'
  have hy : 1 - x ≠ 0 := (sub_pos.2 h1).ne'
  have d1 : HasDerivAt (fun y : ℝ => 1 - y) (-1) x := (hasDerivAt_id' x).const_sub 1
  have d2 := ((hasDerivAt_id' x).const_mul W).fun_mul d1
  have d3 := (hasDerivAt_id' x).fun_mul (Real.hasDerivAt_log hx)
  have d4 := d1.fun_mul (d1.log hy)
  refine (d2.fun_add ((d3.fun_add d4).const_mul kT)).congr_deriv ?_
  have e1 : x * x⁻¹ = 1 := mul_inv_cancel₀ hx
  have e2 : (1 - x) * (-1 / (1 - x)) = -1 := mul_div_cancel₀ (-1) hy
  rw [exchangePotential, Real.log_div hx hy, e1, e2]
  ring
```

**Q:** And what exactly do you claim about the time step?

**A:** Let $kT>0$ and $h>0$. Then $F(x)=c$ has exactly one solution in $(0,1)$ for every real $c$ if and only if $h(2W-4kT)\le 1$. Positive $kT$ means positive temperature, which makes mixing entropy favour the interior of the interval. The value $h=0$ must be excluded: the inequality holds there, but $x=2$ has no solution in $(0,1)$.

**Q:** Where does the combination $2W-4kT$ come from?

**A:** From the slope. Since $\frac{d}{dx}\log\frac{x}{1-x}=\frac1x+\frac1{1-x}=\frac{1}{x(1-x)}$,

$$F'(x)=1+h\left(\frac{kT}{x(1-x)}-2W\right).$$

Now $x(1-x)=\frac14-(x-\frac12)^2$, so $kT/(x(1-x))\ge 4kT$, with equality only at $x=\frac12$. Hence $F'(x)\ge 1-h(2W-4kT)$. The quantity $2W-4kT$ is minus the curvature of $f$ at the equimolar composition.

```lean
/-- Slope of the backward Euler map inside the composition range. -/
theorem hasDerivAt_eulerMap (W kT h : ℝ) {x : ℝ} (h0 : 0 < x) (h1 : x < 1) :
    HasDerivAt (eulerMap W kT h) (1 + h * (kT / (x * (1 - x)) - 2 * W)) x := by
  have hx : x ≠ 0 := h0.ne'
  have hy : 1 - x ≠ 0 := (sub_pos.2 h1).ne'
  have d1 : HasDerivAt (fun y : ℝ => 1 - y) (-1) x := (hasDerivAt_id' x).const_sub 1
  have d2 := ((hasDerivAt_id' x).fun_div d1 hy).log (div_ne_zero hx hy)
  have d3 := (((hasDerivAt_id' x).const_mul 2).const_sub 1).const_mul W
  refine ((hasDerivAt_id' x).fun_add
    ((d3.fun_add (d2.const_mul kT)).const_mul h)).congr_deriv ?_
  field_simp
  ring
```

**Q:** A slope condition gives at most one solution. Why should there be any, if $c$ can be a million?

**A:** The logarithm supplies arbitrarily large values near $x=1$, and a symmetry supplies the other end. Exchanging the components reverses the sign of $\mu$, so $F(1-x)=1-x-h\mu(x)=1-F(x)$.

```lean
/-- Exchanging the two components, `x → 1 - x`, reflects the Euler map about the value `1/2`. -/
theorem eulerMap_exchange (W kT h x : ℝ) :
    eulerMap W kT h (1 - x) = 1 - eulerMap W kT h x := by
  have e : Real.log ((1 - x) / (1 - (1 - x))) = -Real.log (x / (1 - x)) := by
    rw [← Real.log_inv, inv_div, sub_sub_cancel]
  rw [eulerMap, eulerMap, exchangePotential, exchangePotential, e]
  ring
```

For the upper end, fix $y$ in $(0,1)$ and choose a number $s$ at least as large as both $\log\frac{y}{1-y}$ and $(c+h|W|)/(h\,kT)$. Put $x=e^s/(1+e^s)$. Then $\log\frac{x}{1-x}=s$ and $y\le x<1$. Because $W(1-2x)\ge-|W|$,

$$F(x)\ge x-h|W|+h\,kT\,s\ge x+c>c.$$

The Lean proof makes the same choice of $s$, and `hW` is the bound on the interaction term.

```lean
/-- For positive `kT` and `h`, the Euler map reaches or exceeds any given value `c` at some
composition between a given `y` in `(0,1)` and the pure component `x = 1`. -/
theorem exists_eulerMap_ge (W c : ℝ) {kT h y : ℝ} (hT : 0 < kT) (hh : 0 < h)
    (y0 : 0 < y) (y1 : y < 1) : ∃ x, y ≤ x ∧ x < 1 ∧ c ≤ eulerMap W kT h x := by
  -- choose the log-ratio s large enough, then recover the composition from it
  obtain ⟨s, hs1, hs2⟩ : ∃ s, Real.log (y / (1 - y)) ≤ s ∧ (c + h * |W|) / (h * kT) ≤ s :=
    ⟨max _ _, le_max_left _ _, le_max_right _ _⟩
  have hE := Real.exp_pos s
  have hy : y ≤ Real.exp s * (1 - y) :=
    (div_le_iff₀ (sub_pos.2 y1)).1
      ((Real.log_le_iff_le_exp (div_pos y0 (sub_pos.2 y1))).1 hs1)
  obtain ⟨x, hx⟩ : ∃ x, x * (1 + Real.exp s) = Real.exp s :=
    ⟨Real.exp s / (1 + Real.exp s), div_mul_cancel₀ _ (by positivity)⟩
  have x1 : x < 1 := by
    by_contra hc
    nlinarith [mul_nonneg (sub_nonneg.2 (not_lt.1 hc)) hE.le]
  have hyx : y ≤ x := by
    by_contra hc
    nlinarith [mul_pos (sub_pos.2 (not_le.1 hc)) hE]
  have hlog : Real.log (x / (1 - x)) = s := by
    have e : x / (1 - x) = Real.exp s := by
      rw [div_eq_iff (sub_pos.2 x1).ne']
      linarith
    rw [e, Real.log_exp]
  refine ⟨x, hyx, x1, ?_⟩
  -- the interaction term is bounded by |W|
  have hW : 0 ≤ W * (1 - 2 * x) + |W| := by
    have a1 : 0 ≤ (W + |W|) * (1 - x) :=
      mul_nonneg (by linarith [neg_abs_le W]) (by linarith)
    have a2 : 0 ≤ (|W| - W) * x :=
      mul_nonneg (by linarith [le_abs_self W]) (by linarith)
    linarith
  have hs3 := (div_le_iff₀ (mul_pos hh hT)).1 hs2
  rw [eulerMap, exchangePotential, hlog]
  nlinarith [mul_nonneg hh.le hW]
```

Apply this with $y=\frac12$ twice. One point $b\ge\frac12$ has $F(b)\ge c$, and another, $a\ge\frac12$, has $F(a)\ge 1-c$. By symmetry $F(1-a)\le c$. Since $F$ is continuous on $[1-a,b]$, the intermediate value theorem gives a solution. No step limit is needed here.

```lean
/-- For positive `kT` and `h`, the backward Euler equation has at least one solution in `(0,1)`
for every real `c`. -/
theorem exists_step (W c : ℝ) {kT h : ℝ} (hT : 0 < kT) (hh : 0 < h) :
    ∃ x ∈ Ioo (0 : ℝ) 1, eulerMap W kT h x = c := by
  obtain ⟨b, hb, b1, hcb⟩ :=
    exists_eulerMap_ge W c hT hh (y := 1 / 2) (by norm_num) (by norm_num)
  obtain ⟨a, ha, a1, hca⟩ :=
    exists_eulerMap_ge W (1 - c) hT hh (y := 1 / 2) (by norm_num) (by norm_num)
  have hlow : eulerMap W kT h (1 - a) ≤ c := by
    rw [eulerMap_exchange]
    linarith
  have hcont : ContinuousOn (eulerMap W kT h) (Icc (1 - a) b) := fun x hx =>
    (hasDerivAt_eulerMap W kT h (by linarith [hx.1])
      (by linarith [hx.2])).continuousAt.continuousWithinAt
  obtain ⟨x, hx, hxc⟩ := intermediate_value_Icc (by linarith) hcont ⟨hlow, hcb⟩
  exact ⟨x, ⟨by linarith [hx.1], by linarith [hx.2]⟩, hxc⟩
```

**Q:** At equality, $h(2W-4kT)=1$, your slope vanishes at $x=\frac12$. Doesn't strict monotonicity fail exactly where you claim the limit?

**A:** No, because the slope vanishes at one point only. The Mathlib theorem that handles this is `strictMonoOn_of_deriv_pos`. It takes a convex set of reals and a function continuous on it, and asks for a positive derivative only in the interior of the set. On all of $(0,1)$ the point $\frac12$ is interior, and the theorem would not apply at equality. On $(0,\frac12]$ and $[\frac12,1)$ the same point is an endpoint, where only continuity is asked for.

The proof therefore establishes the positive slope for $x\ne\frac12$ in `hd`, applies the theorem to each half in `hL` and `hR`, and joins them. If $x<\frac12<y$, then $F(x)<F(\frac12)<F(y)$.

```lean
/-- For positive `kT` and `h` with `h (2W - 4kT) ≤ 1`, the Euler map is strictly increasing
on `(0,1)`. -/
theorem strictMonoOn_eulerMap {W kT h : ℝ} (hT : 0 < kT) (hh : 0 < h)
    (hs : h * (2 * W - 4 * kT) ≤ 1) : StrictMonoOn (eulerMap W kT h) (Ioo 0 1) := by
  -- the slope is positive away from the equimolar composition
  have hd : ∀ x : ℝ, 0 < x → x < 1 → x ≠ 1 / 2 → 0 < deriv (eulerMap W kT h) x := by
    intro x h0 h1 hne
    rw [(hasDerivAt_eulerMap W kT h h0 h1).deriv]
    have hsq : 0 < (x - 1 / 2) ^ 2 := by
      have := sub_ne_zero.2 hne
      positivity
    have h4 : 4 * kT < kT / (x * (1 - x)) := by
      rw [lt_div_iff₀ (mul_pos h0 (sub_pos.2 h1))]
      nlinarith [mul_pos hT hsq]
    nlinarith [mul_pos hh (sub_pos.2 h4)]
  have hc : ContinuousOn (eulerMap W kT h) (Ioo 0 1) := fun x hx =>
    (hasDerivAt_eulerMap W kT h hx.1 hx.2).continuousAt.continuousWithinAt
  have hL : StrictMonoOn (eulerMap W kT h) (Ioc 0 (1 / 2)) := by
    refine strictMonoOn_of_deriv_pos (convex_Ioc _ _)
      (hc.mono fun x hx => ⟨hx.1, by linarith [hx.2]⟩) fun x hx => ?_
    rw [interior_Ioc] at hx
    exact hd x hx.1 (by linarith [hx.2]) hx.2.ne
  have hR : StrictMonoOn (eulerMap W kT h) (Ico (1 / 2) 1) := by
    refine strictMonoOn_of_deriv_pos (convex_Ico _ _)
      (hc.mono fun x hx => ⟨by linarith [hx.1], hx.2⟩) fun x hx => ?_
    rw [interior_Ico] at hx
    exact hd x (by linarith [hx.1]) hx.2 hx.1.ne'
  -- join the two halves at x = 1/2
  intro x hx y hy hxy
  rcases le_or_gt y (1 / 2) with h2 | h2
  · exact hL ⟨hx.1, by linarith⟩ ⟨hy.1, h2⟩ hxy
  · rcases le_or_gt (1 / 2) x with h3 | h3
    · exact hR ⟨h3, hx.2⟩ ⟨h2.le, hy.2⟩ hxy
    · exact (hL ⟨hx.1, h3.le⟩ ⟨by norm_num, le_rfl⟩ h3).trans
        (hR ⟨le_rfl, by norm_num⟩ ⟨h2.le, hy.2⟩ h2)
```

**Q:** Beyond the limit, perhaps uniqueness fails only for some absurd $c$ outside $(0,1)$.

**A:** It fails at $c=\frac12$, a perfectly good old composition. Suppose $h(2W-4kT)>1$ and set $D=2hW-1$. Then $D>4h\,kT>0$, so there is a $z$ with $2h\,kT/D<z<\frac12$. With $\log t\le t-1$ at $t=(1-z)/z$, we have $\log\frac{1-z}{z}\le\frac{1-2z}{z}$, and therefore

$$F(1-z)-\tfrac12\le(1-2z)\left(\tfrac12-hW+\frac{h\,kT}{z}\right)=\frac{1-2z}{2z}\,(2h\,kT-zD)<0.$$

So $F$ lies below $\frac12$ at a point right of $\frac12$. Nearer to $x=1$ it reaches at least $\frac12$, and the intermediate value theorem gives a solution $x>\frac12$. Direct substitution shows that $\frac12$ is a solution, and symmetry adds $1-x$. In Lean, `hlow` is the displayed inequality, proved after multiplication by $z$.

```lean
/-- For positive `kT` and `h` with `h (2W - 4kT) > 1`, the backward Euler equation with
`c = 1/2` has three distinct solutions `1 - x < 1/2 < x` in `(0,1)`. -/
theorem three_solutions {W kT h : ℝ} (hT : 0 < kT) (hh : 0 < h)
    (hs : 1 < h * (2 * W - 4 * kT)) :
    ∃ x, 1 / 2 < x ∧ x < 1 ∧ eulerMap W kT h x = 1 / 2 ∧
      eulerMap W kT h (1 / 2) = 1 / 2 ∧ eulerMap W kT h (1 - x) = 1 / 2 := by
  have hp := mul_pos hh hT
  have hD : 0 < 2 * h * W - 1 := by nlinarith
  obtain ⟨z, hz1, hz2⟩ : ∃ z, 2 * (h * kT) / (2 * h * W - 1) < z ∧ z < 1 / 2 :=
    exists_between (by rw [div_lt_iff₀ hD]; nlinarith)
  have hz : 0 < z := lt_trans (by positivity) hz1
  have hgap := (div_lt_iff₀ hD).1 hz1
  -- log t ≤ t - 1 puts the map below 1/2 at the composition 1 - z
  have hlow : eulerMap W kT h (1 - z) < 1 / 2 := by
    have hl := Real.log_le_sub_one_of_pos (div_pos (by linarith : 0 < 1 - z) hz)
    have hl2 : Real.log ((1 - z) / z) * z ≤ 1 - 2 * z := by
      have e : ((1 - z) / z - 1) * z = 1 - 2 * z := by
        rw [sub_mul, div_mul_cancel₀ _ hz.ne']
        ring
      rw [← e]
      exact mul_le_mul_of_nonneg_right hl hz.le
    rw [eulerMap, exchangePotential, sub_sub_cancel]
    refine lt_of_mul_lt_mul_left ?_ hz.le
    nlinarith [mul_le_mul_of_nonneg_left hl2 hp.le,
      mul_pos (by linarith : 0 < 1 - 2 * z) (sub_pos.2 hgap)]
  obtain ⟨b, hb, b1, hcb⟩ :=
    exists_eulerMap_ge W (1 / 2) hT hh (y := 1 - z) (by linarith) (by linarith)
  have hcont : ContinuousOn (eulerMap W kT h) (Icc (1 - z) b) := fun x hx =>
    (hasDerivAt_eulerMap W kT h (by linarith [hx.1])
      (by linarith [hx.2])).continuousAt.continuousWithinAt
  obtain ⟨x, hx, hxc⟩ := intermediate_value_Icc hb hcont ⟨hlow.le, hcb⟩
  refine ⟨x, by linarith [hx.1], by linarith [hx.2], hxc, ?_, ?_⟩
  · norm_num [eulerMap, exchangePotential]
  · rw [eulerMap_exchange, hxc]
    norm_num
```

**Q:** Then the equivalence is just assembly?

**A:** Yes. In Lean, `∃!` means that a solution exists and any other equals it. If uniqueness holds for every $c$ but the limit is violated, the solutions $x>\frac12$ and $\frac12$ at $c=\frac12$ contradict each other. Conversely, under the limit, existence comes from `exists_step` and uniqueness from strict monotonicity, which makes $F$ injective.

```lean
/-- Implicit time step limit: for positive `kT` and `h`, the backward Euler equation has exactly
one solution in `(0,1)` for every real `c` if and only if `h (2W - 4kT) ≤ 1`. -/
theorem unique_step_iff {W kT h : ℝ} (hT : 0 < kT) (hh : 0 < h) :
    (∀ c : ℝ, ∃! x, x ∈ Ioo (0 : ℝ) 1 ∧ eulerMap W kT h x = c) ↔
      h * (2 * W - 4 * kT) ≤ 1 := by
  constructor
  · intro hu
    by_contra hs
    obtain ⟨x, hx, x1, hxc, hhalf, -⟩ := three_solutions hT hh (not_le.1 hs)
    have e : x = 1 / 2 := (hu (1 / 2)).unique ⟨⟨by linarith, x1⟩, hxc⟩
      ⟨⟨by norm_num, by norm_num⟩, hhalf⟩
    linarith
  · intro hs c
    obtain ⟨x, hx, hxc⟩ := exists_step W c hT hh
    exact ⟨x, ⟨hx, hxc⟩, fun y hy =>
      (strictMonoOn_eulerMap hT hh hs).injOn hy.1 hx (hy.2.trans hxc.symm)⟩
```

**Q:** When can I forget about the limit altogether?

**A:** When $W\le 2kT$. Then $2W-4kT\le0$, and every positive $h$ satisfies the inequality. If $W>2kT$, the step $h=1/(W-2kT)$ gives $h(2W-4kT)=2$, which violates it. The threshold $W=2kT$ is the regular solution's critical point, below whose temperature $f$ has a concave region around $x=\frac12$.

```lean
/-- For `kT > 0`, the backward Euler equation is uniquely solvable in `(0,1)` for all positive
time steps and all real `c` if and only if `W ≤ 2kT`. -/
theorem unique_for_all_steps_iff {W kT : ℝ} (hT : 0 < kT) :
    (∀ h : ℝ, 0 < h → ∀ c : ℝ, ∃! x, x ∈ Ioo (0 : ℝ) 1 ∧ eulerMap W kT h x = c) ↔
      W ≤ 2 * kT := by
  constructor
  · intro hu
    by_contra hW
    have hd : 0 < W - 2 * kT := sub_pos.2 (not_le.1 hW)
    -- the step 1/(W - 2kT) is twice the allowed one
    have hs := (unique_step_iff hT (inv_pos.2 hd)).1 (hu _ (inv_pos.2 hd))
    have e : (W - 2 * kT)⁻¹ * (W - 2 * kT) = 1 := inv_mul_cancel₀ hd.ne'
    linarith
  · intro hW h hh
    refine (unique_step_iff hT hh).2 ?_
    nlinarith [mul_nonneg hh.le (sub_nonneg.2 hW)]

end

end ImplicitStepLogPotential
```

```lean
#print axioms ImplicitStepLogPotential.hasDerivAt_freeEnergy
#print axioms ImplicitStepLogPotential.unique_step_iff
#print axioms ImplicitStepLogPotential.unique_for_all_steps_iff
```

```
'ImplicitStepLogPotential.hasDerivAt_freeEnergy' depends on axioms: [propext, Classical.choice, Quot.sound]
'ImplicitStepLogPotential.unique_step_iff' depends on axioms: [propext, Classical.choice, Quot.sound]
'ImplicitStepLogPotential.unique_for_all_steps_iff' depends on axioms: [propext, Classical.choice, Quot.sound]
```

**Q:** What does this look like in a simulation?

**A:** Take units with $kT=1$ and let $W=3$. The limit is $h\le\frac12$. To advance from $c$, a program can solve $F(x)=c$ by Newton iteration,

$$x\leftarrow x-\frac{x+h\mu(x)-c}{1+h\left(\frac{1}{x(1-x)}-6\right)},$$

keeping the iterates inside $(0,1)$. With $h=1$ and $c=\frac12$ the equation has solutions near $0.145$, at $0.5$ and near $0.855$. Started from the old composition, Newton stays at $0.5$; other starting points can lead to one of the outer solutions. The equation alone does not select the next state.

**Q:** My phase-field code has thousands of grid points, though.

**A:** Then the result does not carry over automatically: here a single composition relaxes by itself, with no gradient energy and no conservation law linking it to neighbours. The result applies to a non-conserved field when its local relaxation term has the form used here, is split off, and is solved by backward Euler at each grid point. It does not cover a conserved composition, whose rate of change is minus the divergence of a flux, so that an implicit step couples neighbouring points.
